# Eight unit atoms in the pyrite arrangement: m-3 symmetry of the intensities for every u, and h↔k exchange symmetry exactly when 4u is an integer

Positions are fractional coordinates in a cubic cell, and u is any real number. Four atoms sit at

r₀ = (u, u, u)

r₁ = (1/2 − u, −u, u + 1/2)

r₂ = (−u, u + 1/2, 1/2 − u)

r₃ = (u + 1/2, 1/2 − u, −u)

and four more at −r₀, −r₁, −r₂, −r₃. In Lean, `site u j` is rⱼ, with j running from 0 to 3, and its three components are also numbered from 0.

```lean
import Mathlib

open scoped Real

namespace PyriteStructureFactor

noncomputable section

/-- Fractional coordinates of four atoms of the pyrite arrangement with parameter `u`;
the other four atoms sit at the negatives of these positions. -/
def site (u : ℝ) : Fin 4 → Fin 3 → ℝ :=
  ![![u, u, u], ![1/2 - u, -u, u + 1/2], ![-u, u + 1/2, 1/2 - u], ![u + 1/2, 1/2 - u, -u]]
```

For integers h, k, l, an atom at r = (x, y, z) has the phase

φ(r) = 2π(hx + ky + lz).

```lean
/-- The phase `2π(hx + ky + lz)` of an atom at `r = (x, y, z)` in the reflection `hkl`. -/
def phase (h k l : ℤ) (r : Fin 3 → ℝ) : ℝ :=
  2 * π * (h * r 0 + k * r 1 + l * r 2)
```

The structure factor F(hkl) is the sum of exp(iφ) over all eight atoms. It is a complex number, and nothing is divided by the number of atoms. If two positions coincide, both atoms count.

```lean
/-- The structure factor `F(hkl)` of the eight unit atoms at plus and minus the four sites. -/
def structureFactor (u : ℝ) (h k l : ℤ) : ℂ :=
  ∑ j, (Complex.exp (phase h k l (site u j) * Complex.I)
    + Complex.exp (phase h k l (-site u j) * Complex.I))
```

The intensity is |F(hkl)|².

```lean
/-- The intensity `|F(hkl)|²`. -/
def intensity (u : ℝ) (h k l : ℤ) : ℝ := ‖structureFactor u h k l‖ ^ 2
```

The calculations run through a real quantity A(hkl), called `amplitude`:

A(hkl) = 2[C₀ + (−1)^(h+l) C₁ + (−1)^(k+l) C₂ + (−1)^(h+k) C₃]

C₀ = cos 2πu(h+k+l), C₁ = cos 2πu(h+k−l)

C₂ = cos 2πu(h−k+l), C₃ = cos 2πu(h−k−l)

```lean
/-- A real amplitude made of four cosines with signs set by the parities of the indices. -/
def amplitude (u : ℝ) (h k l : ℤ) : ℝ :=
  2 * (Real.cos (2 * π * u * (h + k + l))
    + (-1) ^ (h + l) * Real.cos (2 * π * u * (h + k - l))
    + (-1) ^ (k + l) * Real.cos (2 * π * u * (h - k + l))
    + (-1) ^ (h + k) * Real.cos (2 * π * u * (h - k - l)))
```

## Equal atoms in inversion pairs

Every atom scatters with strength 1, and each has an identical partner at the inverted position. This describes the sulfur atoms of pyrite as point scatterers. The iron atoms, the angular fall-off of scattering and thermal motion are all left out. The condition is built into `structureFactor` and does not appear as a hypothesis of any theorem.

Equal strengths within each pair make F real, as shown here; equal strengths across the four pairs are used later, when the symmetry operations permute the cosines. Since φ(−r) = −φ(r), a pair contributes

exp(iφ) + exp(−iφ) = 2 cos φ,

so F is real. In the proof of `structureFactor_eq_amplitude` below, this is the step `pair`. If the two partners had different real strengths, a term proportional to i sin φ would remain and F would in general be complex.

## Integer indices turn half translations into signs

Integer h, k, l label the Bragg reflections of a periodic crystal. In Lean they have type `ℤ`. Inserting the positions gives

φ(r₀) = 2πu(h+k+l)

φ(r₁) = −2πu(h+k−l) + π(h+l)

φ(r₂) = −2πu(h−k+l) + π(k+l)

φ(r₃) = 2πu(h−k−l) + π(h+k)

The halves in the coordinates have become integer multiples of π. Since cos(x + nπ) = (−1)ⁿ cos x for integer n, and the cosine is even, F(hkl) = A(hkl). The steps `p0` to `p3` are these four phases, and `Real.cos_add_int_mul_pi` extracts the signs.

```lean
/-- The structure factor is real and equals the four-cosine amplitude. -/
theorem structureFactor_eq_amplitude (u : ℝ) (h k l : ℤ) :
    structureFactor u h k l = (amplitude u h k l : ℂ) := by
  -- an atom and its inverse together scatter with a real amplitude
  have pair : ∀ r : Fin 3 → ℝ, Complex.exp (phase h k l r * Complex.I)
      + Complex.exp (phase h k l (-r) * Complex.I)
      = ((2 * Real.cos (phase h k l r) : ℝ) : ℂ) := by
    intro r
    have hneg : phase h k l (-r) = -phase h k l r := by
      simp only [phase, Pi.neg_apply]
      ring
    rw [hneg]
    push_cast
    rw [Complex.two_cos]
  -- the half translations contribute integer multiples of π
  have p0 : phase h k l (site u 0) = 2 * π * u * (h + k + l) := by
    show 2 * π * ((h : ℝ) * u + k * u + l * u) = _
    ring
  have p1 : phase h k l (site u 1)
      = -(2 * π * u * (h + k - l)) + ((h + l : ℤ) : ℝ) * π := by
    show 2 * π * ((h : ℝ) * (1/2 - u) + k * (-u) + l * (u + 1/2)) = _
    push_cast
    ring
  have p2 : phase h k l (site u 2)
      = -(2 * π * u * (h - k + l)) + ((k + l : ℤ) : ℝ) * π := by
    show 2 * π * ((h : ℝ) * (-u) + k * (u + 1/2) + l * (1/2 - u)) = _
    push_cast
    ring
  have p3 : phase h k l (site u 3)
      = 2 * π * u * (h - k - l) + ((h + k : ℤ) : ℝ) * π := by
    show 2 * π * ((h : ℝ) * (u + 1/2) + k * (1/2 - u) + l * (-u)) = _
    push_cast
    ring
  simp only [structureFactor, Fin.sum_univ_four, pair, p0, p1, p2, p3,
    Real.cos_add_int_mul_pi, Real.cos_neg, amplitude]
  push_cast
  ring
```

The intensity is therefore A².

```lean
lemma intensity_eq (u : ℝ) (h k l : ℤ) : intensity u h k l = amplitude u h k l ^ 2 := by
  rw [intensity, structureFactor_eq_amplitude, Complex.norm_real, Real.norm_eq_abs, sq_abs]
```

Integrality also makes each sign its own inverse, and negating an index leaves its parity unchanged. Replacing l by −l exchanges C₀ with C₁ and C₂ with C₃, so

A(h,k,−l) = 2[C₁ + (−1)^(h+l) C₀ + (−1)^(k+l) C₃ + (−1)^(h+k) C₂] = (−1)^(h+l) A(hkl).

The proof of `amplitude_mirror` lets `sign_cases` run through the parities of h, k and l and checks each case by algebra.

```lean
lemma sign_cases (n : ℤ) : (-1 : ℝ) ^ n = 1 ∨ (-1 : ℝ) ^ n = -1 :=
  (Int.even_or_odd n).imp (fun e => e.neg_one_zpow) (fun o => o.neg_one_zpow)

/-- Reversing the index `l` multiplies the amplitude by `(-1)^(h+l)`. -/
theorem amplitude_mirror (u : ℝ) (h k l : ℤ) :
    amplitude u h k (-l) = (-1) ^ (h + l) * amplitude u h k l := by
  have hne : (-1 : ℝ) ≠ 0 := by norm_num
  simp only [amplitude, Int.cast_neg, sub_neg_eq_add, zpow_add₀ hne, zpow_neg,
    (sub_eq_add_neg ((h : ℝ) + k) l).symm, (sub_eq_add_neg ((h : ℝ) - k) l).symm]
  rcases sign_cases h with ha | ha <;> rcases sign_cases k with hb | hb <;>
    rcases sign_cases l with hc | hc <;> simp only [ha, hb, hc] <;> ring
```

Squaring removes the sign, so reversing l preserves the intensity. Under the cyclic change (h,k,l) → (k,l,h), C₀ is unchanged and the other three signed cosines are permuted:

(−1)^(k+h) cos 2πu(k+l−h) = (−1)^(h+k) C₃

(−1)^(l+h) cos 2πu(k−l+h) = (−1)^(h+l) C₁

(−1)^(k+l) cos 2πu(k−l−h) = (−1)^(k+l) C₂

Hence A(klh) = A(hkl). These two operations generate the Laue class m-3, and `laue_m3` states both invariances for every u. In its proof, `e0` to `e3` match the arguments of the cosines.

```lean
/-- For every `u` the intensities are unchanged by cyclic permutation of the indices and by reversal
of the index `l`. -/
theorem laue_m3 (u : ℝ) (h k l : ℤ) :
    intensity u k l h = intensity u h k l ∧ intensity u h k (-l) = intensity u h k l := by
  simp only [intensity_eq]
  constructor
  · have e0 : 2 * π * u * ((k : ℝ) + l + h) = 2 * π * u * (h + k + l) := by ring
    have e1 : 2 * π * u * ((k : ℝ) + l - h) = -(2 * π * u * (h - k - l)) := by ring
    have e2 : 2 * π * u * ((k : ℝ) - l + h) = 2 * π * u * (h + k - l) := by ring
    have e3 : 2 * π * u * ((k : ℝ) - l - h) = -(2 * π * u * (h - k + l)) := by ring
    have e : amplitude u k l h = amplitude u h k l := by
      unfold amplitude
      rw [e0, e1, e2, e3, Real.cos_neg, Real.cos_neg, add_comm k h, add_comm l h]
      ring
    rw [e]
  · rw [amplitude_mirror]
    rcases sign_cases (h + l) with hs | hs <;> rw [hs] <;> ring
```

At non-integer indices, between the Bragg peaks, the half translations give general phases in place of signs, and this argument for the mirror symmetry fails.

## An odd first index in the hk0 zone

The hypothesis `Odd h`, together with l = 0, selects the reflections that a glide plane extinguishes: atoms related by the glide scatter in antiphase. By hand, setting l = 0 in the mirror relation gives

A(hk0) = (−1)^h A(hk0).

For odd h this reads A = −A, so F(hk0) = 0 whatever u is. The Lean proof uses the hypothesis in `hh.neg_one_zpow`, which sets the sign to −1.

```lean
/-- `F(hk0) = 0` for odd `h`, whatever the value of `u`. -/
theorem glide_extinction (u : ℝ) (h k : ℤ) (hh : Odd h) : structureFactor u h k 0 = 0 := by
  have e := amplitude_mirror u h k 0
  rw [neg_zero, add_zero, hh.neg_one_zpow] at e
  have e0 : amplitude u h k 0 = 0 := by linarith
  rw [structureFactor_eq_amplitude, e0, Complex.ofReal_zero]
```

For even h the relation says only A = A. The reflection 210 shows that nothing then forces extinction. Its signs for C₁, C₂, C₃ are +1, −1, −1, so

F(210) = 2[cos 6πu + cos 6πu − cos 2πu − cos 2πu] = 4(cos 6πu − cos 2πu),

while F(120) = 0 because 1 is odd. In the theorem, `s1` to `s3` are the signs and `e0` to `e3` the arguments of the cosines.

```lean
/-- For every `u`, `F(120) = 0` and `F(210) = 4(cos 6πu - cos 2πu)`. -/
theorem pyrite_120_210 (u : ℝ) :
    structureFactor u 1 2 0 = 0 ∧ structureFactor u 2 1 0
      = ((4 * (Real.cos (6 * π * u) - Real.cos (2 * π * u)) : ℝ) : ℂ) := by
  refine ⟨glide_extinction u 1 2 (by decide), ?_⟩
  have s1 : (-1 : ℝ) ^ ((2 : ℤ) + 0) = 1 := Even.neg_one_zpow (by decide)
  have s2 : (-1 : ℝ) ^ ((1 : ℤ) + 0) = -1 := Odd.neg_one_zpow (by decide)
  have s3 : (-1 : ℝ) ^ ((2 : ℤ) + 1) = -1 := Odd.neg_one_zpow (by decide)
  have e0 : 2 * π * u * (((2 : ℤ) : ℝ) + ((1 : ℤ) : ℝ) + ((0 : ℤ) : ℝ)) = 6 * π * u := by
    push_cast
    ring
  have e1 : 2 * π * u * (((2 : ℤ) : ℝ) + ((1 : ℤ) : ℝ) - ((0 : ℤ) : ℝ)) = 6 * π * u := by
    push_cast
    ring
  have e2 : 2 * π * u * (((2 : ℤ) : ℝ) - ((1 : ℤ) : ℝ) + ((0 : ℤ) : ℝ)) = 2 * π * u := by
    push_cast
    ring
  have e3 : 2 * π * u * (((2 : ℤ) : ℝ) - ((1 : ℤ) : ℝ) - ((0 : ℤ) : ℝ)) = 2 * π * u := by
    push_cast
    ring
  rw [structureFactor_eq_amplitude, amplitude, s1, s2, s3, e0, e1, e2, e3]
  congr 1
  ring
```

The same argument covers the other two zones. The Lean theorem treats only hk0, but applying the cyclic symmetry by hand gives F(h0l) = 0 for odd l and F(0kl) = 0 for odd k.

## The parameter condition 4u ∈ ℤ

When 4u is an integer, the atoms occupy the points of a simpler lattice. For even 4u they coincide in pairs on a face-centred cubic lattice; for odd 4u they form a primitive cubic lattice with half the cell edge. These are the parameter values at which F(210) vanishes. With θ = 2πu,

cos 3θ − cos θ = −2 sin 2θ sin θ,

F(210) = −8 sin 4πu sin 2πu.

If sin 2πu = 0, then sin 4πu = 2 sin 2πu cos 2πu = 0 as well. So F(210) = 0 exactly when sin 4πu = 0, that is, when 4πu is an integer multiple of π. The step `key` is the factorisation, obtained from the double-angle and triple-angle formulas.

```lean
/-- `F(210)` vanishes exactly when `4u` is an integer. -/
theorem F210_eq_zero_iff (u : ℝ) : structureFactor u 2 1 0 = 0 ↔ ∃ m : ℤ, 4 * u = m := by
  have hs : Real.sin (4 * π * u) = 2 * Real.sin (2 * π * u) * Real.cos (2 * π * u) := by
    rw [← Real.sin_two_mul]
    congr 1
    ring
  have hc : Real.cos (6 * π * u)
      = 4 * Real.cos (2 * π * u) ^ 3 - 3 * Real.cos (2 * π * u) := by
    rw [← Real.cos_three_mul]
    congr 1
    ring
  have key : 4 * (Real.cos (6 * π * u) - Real.cos (2 * π * u))
      = -8 * (Real.sin (4 * π * u) * Real.sin (2 * π * u)) := by
    rw [hs, hc]
    linear_combination 16 * Real.cos (2 * π * u) * Real.sin_sq_add_cos_sq (2 * π * u)
  rw [(pyrite_120_210 u).2, Complex.ofReal_eq_zero, key]
  constructor
  · intro h0
    have h1 : Real.sin (4 * π * u) = 0 := by
      rcases mul_eq_zero.mp (show Real.sin (4 * π * u) * Real.sin (2 * π * u) = 0 by
        linarith) with h | h
      · exact h
      · rw [hs, h]
        ring
    obtain ⟨m, hm⟩ := Real.sin_eq_zero_iff.mp h1
    exact ⟨m, mul_right_cancel₀ Real.pi_ne_zero (by linarith)⟩
  · rintro ⟨m, hm⟩
    have h1 : Real.sin (4 * π * u) = 0 :=
      Real.sin_eq_zero_iff.mpr ⟨m, by rw [← hm]; ring⟩
    rw [h1]
    ring
```

Now let 4u = m with m an integer, and write α = 2πu(h+k+l) = (π/2)m(h+k+l). The arguments of C₁, C₂ and C₃ are α − πml, α − πmk and α − πm(k+l), so

A(hkl) = 2 cos α · P(hkl)

P(hkl) = 1 + (−1)^(h+l+ml) + (−1)^(k+l+mk) + (−1)^(h+k+m(k+l))

Exchanging h and k leaves α unchanged. There are three cases.

- If m(h+k+l) is odd, then cos α = 0 and both amplitudes vanish.
- If m is even, then P = 1 + (−1)^(h+l) + (−1)^(k+l) + (−1)^(h+k), which is symmetric in h and k.
- If m is odd and h+k+l is even, then P = 1 + (−1)^h + (−1)^l + (−1)^(h+l). Here h+l has the parity of k, so P = 1 + (−1)^h + (−1)^k + (−1)^l, which is again symmetric.

In `amplitude_swap`, the hypothesis `hm` enters through `collapse`, which is the formula A = 2 cos α · P, and again where the common cosine is shown to vanish. The even case is settled by running through all parities.

```lean
/-- If `4u` is an integer, the amplitude is unchanged by exchange of `h` and `k`. -/
theorem amplitude_swap (u : ℝ) (m : ℤ) (hm : 4 * u = m) (h k l : ℤ) :
    amplitude u k h l = amplitude u h k l := by
  have hne : (-1 : ℝ) ≠ 0 := by norm_num
  -- all four cosines agree up to sign
  have collapse : ∀ a b c : ℤ, amplitude u a b c = 2 * Real.cos (2 * π * u * (a + b + c)) *
      (1 + (-1) ^ (a + c) * (-1) ^ (m * c) + (-1) ^ (b + c) * (-1) ^ (m * b)
        + (-1) ^ (a + b) * (-1) ^ (m * (b + c))) := by
    intro a b c
    have e1 : 2 * π * u * ((a : ℝ) + b - c)
        = 2 * π * u * (a + b + c) - ((m * c : ℤ) : ℝ) * π := by
      push_cast
      linear_combination (-(π * c)) * hm
    have e2 : 2 * π * u * ((a : ℝ) - b + c)
        = 2 * π * u * (a + b + c) - ((m * b : ℤ) : ℝ) * π := by
      push_cast
      linear_combination (-(π * b)) * hm
    have e3 : 2 * π * u * ((a : ℝ) - b - c)
        = 2 * π * u * (a + b + c) - ((m * (b + c) : ℤ) : ℝ) * π := by
      push_cast
      linear_combination (-(π * (b + c))) * hm
    rw [amplitude, e1, e2, e3, Real.cos_sub_int_mul_pi, Real.cos_sub_int_mul_pi,
      Real.cos_sub_int_mul_pi]
    ring
  rw [collapse k h l, collapse h k l, add_comm (k : ℝ) h]
  rcases Int.even_or_odd (m * (h + k + l)) with hE | ⟨j, hj⟩
  · -- the remaining factor depends only on parities
    have hS : (-1 : ℝ) ^ (m * (h + k + l)) = 1 := hE.neg_one_zpow
    rcases sign_cases m with hd | hd <;> rcases sign_cases h with ha | ha <;>
      rcases sign_cases k with hb | hb <;> rcases sign_cases l with hc | hc <;>
      simp only [zpow_mul, zpow_add₀ hne, hd, ha, hb, hc, one_zpow] at hS ⊢ <;> linarith
  · -- the common cosine vanishes
    have hj' : (m : ℝ) * (h + k + l) = 2 * j + 1 := by exact_mod_cast hj
    have h0 : Real.cos (2 * π * u * ((h : ℝ) + k + l)) = 0 :=
      Real.cos_eq_zero_iff.mpr
        ⟨j, by linear_combination (π * (h + k + l) / 2) * hm + (π / 2) * hj'⟩
    rw [h0]
    ring
```

Without the condition, exchange symmetry fails, and one pair of reflections shows it. If the intensities were unchanged by exchange for all h, k, l, then |F(210)|² = |F(120)|² = 0, and 4u would be an integer. This is the first half of the proof below, where the assumption `H` is used only at `H 2 1 0`; the second half is `amplitude_swap`.

```lean
/-- The intensities are unchanged by exchange of `h` and `k` for all reflections if and only if `4u`
is an integer. -/
theorem exchange_symmetry_iff (u : ℝ) :
    (∀ h k l : ℤ, intensity u k h l = intensity u h k l) ↔ ∃ m : ℤ, 4 * u = m := by
  constructor
  · intro H
    -- compare the extinct reflection 120 with 210
    have e := H 2 1 0
    rw [intensity, intensity, (pyrite_120_210 u).1, norm_zero] at e
    have e0 : ‖structureFactor u 2 1 0‖ ^ 2 = 0 := by linarith
    exact (F210_eq_zero_iff u).mp (norm_eq_zero.mp (pow_eq_zero_iff two_ne_zero |>.mp e0))
  · rintro ⟨m, hm⟩ h k l
    rw [intensity_eq, intensity_eq, amplitude_swap u m hm]

end

end PyriteStructureFactor
```

```lean
#print axioms PyriteStructureFactor.laue_m3
#print axioms PyriteStructureFactor.exchange_symmetry_iff
```

```
'PyriteStructureFactor.laue_m3' depends on axioms: [propext, Classical.choice, Quot.sound]
'PyriteStructureFactor.exchange_symmetry_iff' depends on axioms: [propext, Classical.choice, Quot.sound]
```

Adding the exchange of h and k to m-3 gives m-3m. For this one-parameter model of point scatterers, a program that averages symmetry-equivalent reflections may therefore merge hkl with khl throughout only if 4u is an integer.

At u = 0 the eight atoms form the face-centred lattice with two atoms on each point, and the intensities have the full m-3m symmetry. For small u the factorised form gives F(210) ≈ −64π²u², so the intensity that separates 210 from 120 grows only as u⁴.
